# Among uniform Hartree–Fock states, the electron gas jumps from unpolarized to fully polarized at $r_s\approx5.45$

Dilute a three-dimensional uniform electron gas, and the kinetic energy per electron falls as $1/r^2$ while the exchange energy falls only as $1/r$. Here $r$ is the Wigner–Seitz radius $r_s$ in Bohr radii. Aligning the spins costs kinetic energy and gains exchange energy, so at what density does alignment pay, and does the polarization grow gradually or jump?

```lean
import Mathlib

open scoped Real

namespace BlochFerromagnetism

noncomputable section
```

## Energy at fixed density

Put $k=(9\pi/4)^{1/3}$, so the unpolarized Fermi momentum is $k/r$. In Hartree units the kinetic energy per electron is $t/r^2$, with $t=\tfrac{3}{10}k^2$.

```lean
/-- Kinetic coefficient of the unpolarized electron gas (Hartree atomic units). -/
def kinCoeff : ℝ := 3 / 10 * (9 * π / 4) ^ (2 / 3 : ℝ)
```

The exchange energy is $-e/r$, with $e=\frac{3}{4\pi}k$.

```lean
/-- Exchange coefficient of the unpolarized electron gas (Hartree atomic units). -/
def exCoeff : ℝ := 3 / (4 * π) * (9 * π / 4) ^ (1 / 3 : ℝ)
```

At polarization $z=(n_\uparrow-n_\downarrow)/n$, the spin Fermi momenta scale by $(1\pm z)^{1/3}$. Weighting each spin by its share $(1\pm z)/2$ of the electrons gives

$$E(r,z)=\frac{t}{r^2}\,\frac{(1+z)^{5/3}+(1-z)^{5/3}}2-\frac er\,\frac{(1+z)^{4/3}+(1-z)^{4/3}}2 .$$

The file takes this formula, `hfEnergy`, as its definition and does not derive it from the Hamiltonian. It describes filled Fermi spheres with a common spin axis, in a uniform positive background that cancels the direct Coulomb energy. Correlation, spin-density waves and crystalline states are absent.

```lean
/-- Hartree-Fock energy per electron of the uniform gas at density parameter `r > 0` and
spin polarization `z` with `|z| ≤ 1`. -/
def hfEnergy (r z : ℝ) : ℝ :=
  kinCoeff / r ^ 2 * (((1 + z) ^ (5 / 3 : ℝ) + (1 - z) ^ (5 / 3 : ℝ)) / 2)
    - exCoeff / r * (((1 + z) ^ (4 / 3 : ℝ) + (1 - z) ^ (4 / 3 : ℝ)) / 2)
```

With $s=2^{1/3}$, the candidate threshold is $R=\frac{2\pi}{5}k(1+s)$.

```lean
/-- The density parameter of the Bloch transition. -/
def blochRadius : ℝ := 2 * π / 5 * (9 * π / 4) ^ (1 / 3 : ℝ) * (1 + 2 ^ (1 / 3 : ℝ))
```

Fractional powers reduce to integer powers of cube roots: $x^{n/3}=(x^{1/3})^n$ for $x\ge0$.

```lean
private lemma rpow_third {x q : ℝ} (hx : 0 ≤ x) (n : ℕ) (hq : q = (n : ℝ) / 3) :
    x ^ q = (x ^ (1 / 3 : ℝ)) ^ n := by
  rw [← Real.rpow_natCast, ← Real.rpow_mul hx, hq]
  congr 1
  ring
```

In particular, $(x^{1/3})^3=x$.

```lean
private lemma third_cube {x : ℝ} (hx : 0 ≤ x) : (x ^ (1 / 3 : ℝ)) ^ 3 = x := by
  rw [← rpow_third (q := 1) hx 3 (by norm_num), Real.rpow_one]
```

## Comparing the two extremes

Replacing $z$ by $-z$ exchanges the two spin terms, so $E(r,-z)=E(r,z)$.

```lean
/-- Reversing all spins leaves the energy unchanged. -/
theorem hfEnergy_spin_flip (r z : ℝ) : hfEnergy r (-z) = hfEnergy r z := by
  have h1 : 1 + -z = 1 - z := by ring
  have h2 : 1 - -z = 1 + z := by ring
  unfold hfEnergy
  rw [h1, h2]
  ring
```

At $z=0$ both averages are 1, and $E(r,0)=t/r^2-e/r$.

```lean
/-- The energy of the unpolarized gas. -/
theorem hfEnergy_para (r : ℝ) : hfEnergy r 0 = kinCoeff / r ^ 2 - exCoeff / r := by
  unfold hfEnergy
  simp only [add_zero, sub_zero, Real.one_rpow]
  ring
```

At $z=1$ they are $2^{5/3}/2=s^2$ and $2^{4/3}/2=s$, so $E(r,1)=s^2t/r^2-se/r$.

```lean
/-- Full polarization scales the kinetic term by `2^(2/3)` and the exchange term by `2^(1/3)`. -/
theorem hfEnergy_ferro (r : ℝ) : hfEnergy r 1 =
    2 ^ (2 / 3 : ℝ) * kinCoeff / r ^ 2 - 2 ^ (1 / 3 : ℝ) * exCoeff / r := by
  have h2 : (1 : ℝ) + 1 = 2 := by norm_num
  have h0 : (1 : ℝ) - 1 = 0 := by norm_num
  have two : (0 : ℝ) ≤ 2 := by norm_num
  unfold hfEnergy
  rw [h2, h0, Real.zero_rpow (by norm_num), Real.zero_rpow (by norm_num),
    rpow_third (q := 5 / 3) two 5 (by norm_num), rpow_third (q := 4 / 3) two 4 (by norm_num),
    rpow_third (q := 2 / 3) two 2 (by norm_num)]
  linear_combination (kinCoeff / r ^ 2 * (2 ^ (1 / 3 : ℝ)) ^ 2 / 2
    - exCoeff / r * 2 ^ (1 / 3 : ℝ) / 2) * third_cube two
```

Since $t/e=2\pi k/5$, we have $(1+s)t=Re$. Therefore

$$E(r,1)-E(r,0)=\frac{s-1}{r^2}\bigl[(1+s)t-er\bigr]=\frac{(s-1)e}{r^2}(R-r).$$

In the proof, `rel` is the relation $(1+s)t=Re$, and `linear_combination` assembles the factorization.

```lean
/-- The energy difference between the saturated and the unpolarized gas, factored so that
its sign is that of `blochRadius - r`. -/
theorem polarization_gap {r : ℝ} (hr : 0 < r) : hfEnergy r 1 - hfEnergy r 0 =
    (2 ^ (1 / 3 : ℝ) - 1) * exCoeff / r ^ 2 * (blochRadius - r) := by
  have hpi : π * π⁻¹ = 1 := mul_inv_cancel₀ Real.pi_ne_zero
  have hrr : r * r⁻¹ = 1 := mul_inv_cancel₀ hr.ne'
  -- the threshold is the ratio of kinetic cost to exchange gain
  have rel : (1 + 2 ^ (1 / 3 : ℝ)) * kinCoeff = blochRadius * exCoeff := by
    unfold kinCoeff blochRadius exCoeff
    rw [rpow_third (q := 2 / 3) (by positivity : 0 ≤ 9 * π / 4) 2 (by norm_num)]
    linear_combination (-(3 / 10) * ((9 * π / 4) ^ (1 / 3 : ℝ)) ^ 2
      * (1 + 2 ^ (1 / 3 : ℝ))) * hpi
  rw [hfEnergy_ferro, hfEnergy_para,
    rpow_third (q := 2 / 3) (by norm_num : (0 : ℝ) ≤ 2) 2 (by norm_num)]
  linear_combination ((2 ^ (1 / 3 : ℝ) - 1) / r ^ 2) * rel
    + ((2 ^ (1 / 3 : ℝ) - 1) * exCoeff / r) * hrr
```

The prefactor is positive because $s>1$ and $e>0$.

```lean
private lemma gap_factor_pos {r : ℝ} (hr : 0 < r) :
    0 < (2 ^ (1 / 3 : ℝ) - 1) * exCoeff / r ^ 2 := by
  have hs : (1 : ℝ) < 2 ^ (1 / 3 : ℝ) := Real.one_lt_rpow (by norm_num) (by norm_num)
  have he : 0 < exCoeff := by unfold exCoeff; positivity
  exact div_pos (mul_pos (sub_pos.2 hs) he) (pow_pos hr 2)
```

The sign of the difference is thus that of $R-r$: saturation wins over the unpolarized state exactly when $r>R$.

```lean
/-- Bloch's transition: the saturated gas lies below the unpolarized gas exactly when the
density parameter exceeds `blochRadius`. -/
theorem bloch_transition {r : ℝ} (hr : 0 < r) :
    hfEnergy r 1 < hfEnergy r 0 ↔ blochRadius < r := by
  have hg := polarization_gap hr
  have hc := gap_factor_pos hr
  constructor
  · intro h
    by_contra hn
    have := mul_nonneg hc.le (sub_nonneg.2 (not_lt.1 hn))
    linarith
  · intro h
    have := mul_neg_of_pos_of_neg hc (sub_neg.2 h)
    linarith
```

For the number, $3.1415\le\pi\le3.1416$; comparing cubes gives $1.919\le k\le1.92$ and $1.259\le s\le1.26$. Multiplying the bounds yields $5.44<R<5.46$.

```lean
/-- The transition lies between 5.44 and 5.46 Bohr radii. -/
theorem blochRadius_bounds : 5.44 < blochRadius ∧ blochRadius < 5.46 := by
  have p1 : (3.1415 : ℝ) ≤ π := Real.pi_gt_d4.le
  have p2 : π ≤ (3.1416 : ℝ) := Real.pi_lt_d4.le
  have hx : 0 ≤ 9 * π / 4 := by positivity
  have two : (0 : ℝ) ≤ 2 := by norm_num
  -- cube roots are bounded by comparing cubes
  have c1 : (1.919 : ℝ) ≤ (9 * π / 4) ^ (1 / 3 : ℝ) :=
    (lt_of_pow_lt_pow_left₀ 3 (by positivity) (by rw [third_cube hx]; linarith)).le
  have c2 : (9 * π / 4) ^ (1 / 3 : ℝ) ≤ (1.92 : ℝ) :=
    (lt_of_pow_lt_pow_left₀ 3 (by norm_num) (by rw [third_cube hx]; linarith)).le
  have s1 : (1.259 : ℝ) ≤ 2 ^ (1 / 3 : ℝ) :=
    (lt_of_pow_lt_pow_left₀ 3 (by positivity) (by rw [third_cube two]; norm_num)).le
  have s2 : (2 : ℝ) ^ (1 / 3 : ℝ) ≤ 1.26 :=
    (lt_of_pow_lt_pow_left₀ 3 (by norm_num) (by rw [third_cube two]; norm_num)).le
  unfold blochRadius
  constructor
  · calc (5.44 : ℝ) < 2 * 3.1415 / 5 * 1.919 * (1 + 1.259) := by norm_num
      _ ≤ _ := by gcongr
  · calc _ ≤ (2 * 3.1416 / 5 * 1.92 * (1 + 1.26) : ℝ) := by gcongr
      _ < 5.46 := by norm_num
```

## Why partial polarization loses

Let $a=(1+z)^{1/3}$ and $b=(1-z)^{1/3}$, so $a^3+b^3=2$. Define the relative kinetic cost $K=\frac{a^5+b^5}2-1$ and exchange gain $X=\frac{a^4+b^4}2-1$. For $a,b>0$ and $a\ne b$, the claim is $K>(1+s)X$.

Set $p=a+b$. Then $8-p^3=3p(a-b)^2>0$ and $p^3-2=3abp>0$, so $s<p<2$. Eliminating $ab=(p^3-2)/(3p)$ gives

$$9p(a^5+b^5)=-p^6+10p^3+20,\qquad 9p^2(a^4+b^4)=-p^6+16p^3+8.$$

Substituting these and using $s^3=2$,

$$18p^2\bigl[K-(1+s)X\bigr]=(2-p)(p-s)^3\,Q,$$

$$Q=p^3+(1+2s)p^2+(2+s+3s^2)p+2+2s.$$

Every factor on the right is positive. In Lean, `h5` and `h4` are the power sums and `key` is the factorization.

The constraint $a^3+b^3=2$, which fixes the total density, matters: $a=2$, $b=1$ gives $K=15.5$ but $(1+s)X=7.5(1+s)>16.9$.

```lean
/-- For positive spin Fermi momenta `a ≠ b` (in units of the unpolarized one), the relative kinetic
cost of polarization exceeds `1 + 2^(1/3)` times the relative exchange gain. -/
theorem kinetic_cost_gt {a b s : ℝ} (ha : 0 < a) (hb : 0 < b) (hab : a ≠ b)
    (h : a ^ 3 + b ^ 3 = 2) (hs : 0 < s) (hs3 : s ^ 3 = 2) :
    (1 + s) * ((a ^ 4 + b ^ 4) / 2 - 1) < (a ^ 5 + b ^ 5) / 2 - 1 := by
  have hd : 0 < (a - b) ^ 2 := pow_pos_of_ne hab
  have h1 : a + b < 2 := lt_of_pow_lt_pow_left₀ 3 (by norm_num) (by
    nlinarith [mul_pos (add_pos ha hb) hd])
  have h2 : s < a + b := lt_of_pow_lt_pow_left₀ 3 (by positivity) (by
    nlinarith [mul_pos (mul_pos ha hb) (add_pos ha hb)])
  -- power sums in terms of p = a + b
  have h5 : 9 * (a + b) * (a ^ 5 + b ^ 5) = -(a + b) ^ 6 + 10 * (a + b) ^ 3 + 20 := by
    linear_combination (5 * (a + b) ^ 3 + 5 * (a ^ 3 + b ^ 3) + 10) * h
  have h4 : 9 * (a + b) ^ 2 * (a ^ 4 + b ^ 4) = -(a + b) ^ 6 + 16 * (a + b) ^ 3 + 8 := by
    linear_combination (8 * (a + b) ^ 3 + 2 * (a ^ 3 + b ^ 3) + 4) * h
  have hp : 0 < a + b := add_pos ha hb
  generalize a + b = p at h1 h2 h4 h5 hp
  -- the difference factors with a triple zero at saturation
  have key : 18 * p ^ 2 * ((a ^ 5 + b ^ 5) / 2 - 1 - (1 + s) * ((a ^ 4 + b ^ 4) / 2 - 1)) =
      (2 - p) * (p - s) ^ 3 *
        (p ^ 3 + (1 + 2 * s) * p ^ 2 + (2 + s + 3 * s ^ 2) * p + 2 + 2 * s) := by
    linear_combination p * h5 - (1 + s) * h4 + (2 - p) * (3 * p * (p - s) ^ 2
      + (p - s) * (p ^ 2 - p - 2) - p ^ 2 - 2 * p + 2) * hs3
  have hpos : 0 < (2 - p) * (p - s) ^ 3 *
      (p ^ 3 + (1 + 2 * s) * p ^ 2 + (2 + s + 3 * s ^ 2) * p + 2 + 2 * s) :=
    mul_pos (mul_pos (sub_pos.2 h1) (pow_pos (sub_pos.2 h2) 3)) (by positivity)
  rw [← key] at hpos
  exact sub_pos.1 ((mul_pos_iff_of_pos_left (by positivity)).1 hpos)
where
  pow_pos_of_ne {a b : ℝ} (hab : a ≠ b) : 0 < (a - b) ^ 2 :=
    sq_pos_of_ne_zero (sub_ne_zero.2 hab)
```

Write $T=t/r^2$ and $G=e/r$ (`E` in the code). The last inequality gives

$$T(1+K)-G(1+X)>T-G+X\bigl[(1+s)T-G\bigr].$$

Also $0\le X\le s-1$. The lower bound follows by summing $3a^4-4a^3+1=(a-1)^2(3a^2+2a+1)\ge0$ and its analogue for $b$; the upper one from $a,b<s$, whence $a^4+b^4<s(a^3+b^3)=2s$. If the bracket is nonnegative, the right side is at least $T-G$; otherwise it is at least $s^2T-sG$. The case split `le_total` makes this distinction.

```lean
private lemma mixture_bound {a b s T E : ℝ} (ha : 0 < a) (hb : 0 < b) (hab : a ≠ b)
    (h : a ^ 3 + b ^ 3 = 2) (hs : 0 < s) (hs3 : s ^ 3 = 2) (hT : 0 < T) :
    min (T - E) (s ^ 2 * T - s * E) <
      T * ((a ^ 5 + b ^ 5) / 2) - E * ((a ^ 4 + b ^ 4) / 2) := by
  have hK := mul_pos hT (sub_pos.2 (kinetic_cost_gt ha hb hab h hs hs3))
  -- the exchange gain lies between its values at the two extremes
  have hX : 0 ≤ (a ^ 4 + b ^ 4) / 2 - 1 := by
    nlinarith [mul_nonneg (sq_nonneg (a - 1)) (by positivity : 0 ≤ 3 * a ^ 2 + 2 * a + 1),
      mul_nonneg (sq_nonneg (b - 1)) (by positivity : 0 ≤ 3 * b ^ 2 + 2 * b + 1)]
  have has : a < s := lt_of_pow_lt_pow_left₀ 3 hs.le (by linarith [pow_pos hb 3])
  have hbs : b < s := lt_of_pow_lt_pow_left₀ 3 hs.le (by linarith [pow_pos ha 3])
  have hsm : s * (a ^ 3 + b ^ 3) = s * 2 := by rw [h]
  have hX' : 0 ≤ s - 1 - ((a ^ 4 + b ^ 4) / 2 - 1) := by
    nlinarith [mul_pos (sub_pos.2 has) (pow_pos ha 3), mul_pos (sub_pos.2 hbs) (pow_pos hb 3)]
  rcases le_total 0 ((1 + s) * T - E) with hD | hD
  · exact min_lt_of_left_lt (by nlinarith [mul_nonneg hX hD])
  · exact min_lt_of_right_lt (by nlinarith [mul_nonneg hX' (neg_nonneg.2 hD)])
```

Restoring $a$ and $b$ gives $E(r,z)>\min\{E(r,0),E(r,1)\}$ for $0<|z|<1$.

```lean
/-- At every density, a partially polarized gas lies strictly above the lower of the
unpolarized and the saturated gas. -/
theorem partial_polarization_unfavourable {r z : ℝ} (hr : 0 < r) (hz : |z| < 1) (hz0 : z ≠ 0) :
    min (hfEnergy r 0) (hfEnergy r 1) < hfEnergy r z := by
  obtain ⟨hl, hu⟩ := abs_lt.1 hz
  have hp : 0 < 1 + z := by linarith
  have hm : 0 < 1 - z := by linarith
  have two : (0 : ℝ) ≤ 2 := by norm_num
  have ca := third_cube hp.le
  have cb := third_cube hm.le
  have hab : (1 + z) ^ (1 / 3 : ℝ) ≠ (1 - z) ^ (1 / 3 : ℝ) := by
    intro he
    rw [he, cb] at ca
    exact hz0 (by linarith)
  have hT : 0 < kinCoeff / r ^ 2 := by unfold kinCoeff; positivity
  have h1 : hfEnergy r 1 = (2 ^ (1 / 3 : ℝ)) ^ 2 * (kinCoeff / r ^ 2)
      - 2 ^ (1 / 3 : ℝ) * (exCoeff / r) := by
    rw [hfEnergy_ferro, rpow_third (q := 2 / 3) two 2 (by norm_num)]
    ring
  rw [hfEnergy_para, h1]
  unfold hfEnergy
  rw [rpow_third (q := 5 / 3) hp.le 5 (by norm_num), rpow_third (q := 5 / 3) hm.le 5 (by norm_num),
    rpow_third (q := 4 / 3) hp.le 4 (by norm_num), rpow_third (q := 4 / 3) hm.le 4 (by norm_num)]
  exact mixture_bound (Real.rpow_pos_of_pos hp _) (Real.rpow_pos_of_pos hm _) hab
    (by linarith) (by positivity) (third_cube two) hT
```

Combine this with the comparison of extremes, using spin-flip symmetry for $z=-1$. Below $R$, $z=0$ is the unique minimum on $|z|\le1$; above $R$, the saturated states lie below every $|z|<1$. At $r=R$ the extremes tie. The polarization therefore jumps.

For homogeneous spin densities, the exchange-only local spin-density approximation gives this same energy, and so the same jump. The exchange term alone would favour full polarization at every density; the kinetic term prevents it below $R$.

```lean
/-- Below `blochRadius` the unpolarized gas is the unique minimum over all polarizations;
above it the saturated gas lies below every gas that is not saturated. -/
theorem hf_ground_state {r : ℝ} (hr : 0 < r) :
    (r < blochRadius → ∀ z, |z| ≤ 1 → z ≠ 0 → hfEnergy r 0 < hfEnergy r z) ∧
    (blochRadius < r → ∀ z, |z| < 1 → hfEnergy r 1 < hfEnergy r z) := by
  constructor
  · intro h z hz hz0
    have h01 : hfEnergy r 0 < hfEnergy r 1 := by
      have := mul_pos (gap_factor_pos hr) (sub_pos.2 h)
      linarith [polarization_gap hr]
    rcases hz.lt_or_eq with h1 | h1
    · have := partial_polarization_unfavourable hr h1 hz0
      rwa [min_eq_left h01.le] at this
    · rcases eq_or_eq_neg_of_abs_eq h1 with rfl | rfl
      · exact h01
      · rw [hfEnergy_spin_flip r 1]
        exact h01
  · intro h z hz
    have h10 := (bloch_transition hr).2 h
    by_cases hz0 : z = 0
    · rw [hz0]
      exact h10
    · have := partial_polarization_unfavourable hr hz hz0
      rwa [min_eq_right h10.le] at this

end

end BlochFerromagnetism
```

```lean
#print axioms BlochFerromagnetism.blochRadius_bounds
-- 'BlochFerromagnetism.blochRadius_bounds' depends on axioms: [propext, Classical.choice, Quot.sound]
#print axioms BlochFerromagnetism.hf_ground_state
-- 'BlochFerromagnetism.hf_ground_state' depends on axioms: [propext, Classical.choice, Quot.sound]
```
